# In a shell of 2l + 1 orbitals, L·S has eigenspaces of dimensions 2l + 2 and 2l

Let \(L_0,L_1,L_2\) be complex \(N\times N\) matrices for the Cartesian components \(x,y,z\) of orbital angular momentum, with \(\hbar=1\), and let \(\sigma_k\) be the Pauli matrices, so that the spin is \(S_k=\sigma_k/2\). The spin-orbit matrix is \(X=\tfrac12\sum_k L_k\otimes\sigma_k\), acting on orbitals times spinors, a space of dimension \(2N\).

In Lean 4 with Mathlib:

```lean
import Mathlib

open Matrix Complex Module
open scoped Kronecker

namespace SpinOrbitMultiplicity

noncomputable section

/-- The Levi-Civita symbol on the three Cartesian directions. -/
def leviCivita (i j k : Fin 3) : ℂ :=
  if j = i + 1 ∧ k = i + 2 then 1 else if j = i + 2 ∧ k = i + 1 then -1 else 0

/-- The three Pauli matrices. -/
def pauli : Fin 3 → Matrix (Fin 2) (Fin 2) ℂ :=
  ![!![0, 1; 1, 0], !![0, -I; I, 0], !![1, 0; 0, -1]]

variable {n : Type*} [Fintype n] [DecidableEq n]

/-- Three matrices obey the angular momentum commutation relations, and their total square
is `l (l + 1)`. -/
structure IsAngularMomentum (L : Fin 3 → Matrix n n ℂ) (l : ℕ) : Prop where
  comm : ∀ i j, L i * L j - L j * L i = I • ∑ k, leviCivita i j k • L k
  casimir : ∑ k, L k * L k = ((l : ℂ) * (l + 1)) • (1 : Matrix n n ℂ)

/-- The spin-orbit matrix `L · S`, with spin `S = σ / 2`, on orbitals times spinors. -/
def spinOrbit (L : Fin 3 → Matrix n n ℂ) : Matrix (n × Fin 2) (n × Fin 2) ℂ :=
  (1 / 2 : ℂ) • ∑ k, L k ⊗ₖ pauli k

/-- The orbital angular momentum in the real p basis, `(L_k)_ij = -i ε_kij`. -/
def pOrbital (k : Fin 3) : Matrix (Fin 3) (Fin 3) ℂ :=
  Matrix.of fun i j => -I * leviCivita k i j

/-- Each Pauli matrix squares to one. -/
theorem pauli_sq (k : Fin 3) : pauli k * pauli k = 1 := by
  ext i j
  fin_cases k <;> fin_cases i <;> fin_cases j <;>
    simp [pauli, Matrix.mul_apply, Fin.sum_univ_two]

/-- The product of two different Pauli matrices is `± i` times the third. -/
theorem pauli_mul :
    (pauli 0 * pauli 1 = I • pauli 2 ∧ pauli 1 * pauli 0 = (-I) • pauli 2) ∧
    (pauli 1 * pauli 2 = I • pauli 0 ∧ pauli 2 * pauli 1 = (-I) • pauli 0) ∧
    (pauli 2 * pauli 0 = I • pauli 1 ∧ pauli 0 * pauli 2 = (-I) • pauli 1) := by
  refine ⟨⟨?_, ?_⟩, ⟨?_, ?_⟩, ⟨?_, ?_⟩⟩ <;> ext i j <;> fin_cases i <;> fin_cases j <;>
    simp [pauli, Matrix.mul_apply, Fin.sum_univ_two]

/-- The square of the spin-orbit matrix is `l (l + 1) / 4` minus half the matrix itself. -/
theorem spinOrbit_sq {L : Fin 3 → Matrix n n ℂ} {l : ℕ} (h : IsAngularMomentum L l) :
    spinOrbit L * spinOrbit L =
      ((l : ℂ) * (l + 1) / 4) • (1 : Matrix (n × Fin 2) (n × Fin 2) ℂ)
        - (1 / 2 : ℂ) • spinOrbit L := by
  obtain ⟨⟨p01, p10⟩, ⟨p12, p21⟩, ⟨p20, p02⟩⟩ := pauli_mul
  have h01 : L 0 * L 1 - L 1 * L 0 = I • L 2 := by
    rw [h.comm 0 1]; simp [leviCivita]
  have h12 : L 1 * L 2 - L 2 * L 1 = I • L 0 := by
    rw [h.comm 1 2]; simp [leviCivita]
  have h20 : L 2 * L 0 - L 0 * L 2 = I • L 1 := by
    rw [h.comm 2 0]; simp [leviCivita]
  -- the mixed terms combine into commutators
  have key : ∀ (A B C : Matrix n n ℂ) (S : Matrix (Fin 2) (Fin 2) ℂ),
      A * B - B * A = I • C →
      (A * B) ⊗ₖ (I • S) + (B * A) ⊗ₖ ((-I) • S) = -(C ⊗ₖ S) := by
    intro A B C S hc
    have hAB : A * B = B * A + I • C := sub_eq_iff_eq_add'.mp hc
    rw [hAB]
    simp only [add_kronecker, smul_kronecker, kronecker_smul, smul_add, smul_smul, I_mul_I]
    module
  have k01 := key _ _ _ (pauli 2) h01
  have k12 := key _ _ _ (pauli 0) h12
  have k20 := key _ _ _ (pauli 1) h20
  -- the diagonal terms combine into the total square
  have hk : (L 0 * L 0) ⊗ₖ (1 : Matrix (Fin 2) (Fin 2) ℂ) + (L 1 * L 1) ⊗ₖ 1
      + (L 2 * L 2) ⊗ₖ 1 = ((l : ℂ) * (l + 1)) • 1 := by
    have hc := h.casimir
    rw [Fin.sum_univ_three] at hc
    rw [← add_kronecker, ← add_kronecker, hc, smul_kronecker, one_kronecker_one]
  simp only [spinOrbit, Fin.sum_univ_three, smul_mul_assoc, mul_smul_comm, add_mul, mul_add,
    ← mul_kronecker_mul, pauli_sq, p01, p10, p12, p21, p20, p02]
  linear_combination (norm := module) (1 / 4 : ℂ) • hk + (1 / 4 : ℂ) • k01
    + (1 / 4 : ℂ) • k12 + (1 / 4 : ℂ) • k20

omit [DecidableEq n] in
/-- The spin-orbit matrix is traceless. -/
theorem trace_spinOrbit (L : Fin 3 → Matrix n n ℂ) : (spinOrbit L).trace = 0 := by
  have hp : ∀ k, (pauli k).trace = 0 := by
    intro k
    fin_cases k <;> simp [pauli, Matrix.trace_fin_two]
  simp [spinOrbit, Matrix.trace_smul, Matrix.trace_sum, Matrix.trace_kronecker, hp]

/-- For a matrix with `(A - a)(A - b) = 0` and `a ≠ b`, the trace fixes the dimension of the
eigenspace of `a`. -/
theorem finrank_eigenspace_of_quadratic (A : Matrix n n ℂ) {a b : ℂ} (hab : a ≠ b)
    (h : (A - a • (1 : Matrix n n ℂ)) * (A - b • (1 : Matrix n n ℂ)) = 0) :
    (a - b) * (finrank ℂ (End.eigenspace (Matrix.toLin' A) a) : ℂ)
      = A.trace - b * (Fintype.card n : ℂ) := by
  have hne : a - b ≠ 0 := sub_ne_zero.mpr hab
  -- (A - b) / (a - b) projects onto the eigenspace of a
  have hp : LinearMap.IsProj (End.eigenspace (Matrix.toLin' A) a)
      (Matrix.toLin' ((a - b)⁻¹ • (A - b • (1 : Matrix n n ℂ)))) := by
    constructor
    · intro x
      have h3 : A * (A - b • (1 : Matrix n n ℂ)) = a • (A - b • (1 : Matrix n n ℂ)) := by
        rw [sub_mul, smul_mul_assoc, one_mul] at h
        exact sub_eq_zero.mp h
      rw [End.mem_eigenspace_iff, Matrix.toLin'_apply, Matrix.toLin'_apply,
        Matrix.mulVec_mulVec, mul_smul_comm, h3, smul_comm, Matrix.smul_mulVec]
    · intro x hx
      rw [End.mem_eigenspace_iff, Matrix.toLin'_apply] at hx
      rw [Matrix.toLin'_apply, Matrix.smul_mulVec, Matrix.sub_mulVec, Matrix.smul_mulVec,
        Matrix.one_mulVec, hx, ← sub_smul, smul_smul, inv_mul_cancel₀ hne, one_smul]
  have htr : ∀ M : Matrix n n ℂ, LinearMap.trace ℂ (n → ℂ) (Matrix.toLin' M) = M.trace := by
    intro M
    rw [LinearMap.trace_eq_matrix_trace ℂ (Pi.basisFun ℂ n), ← Matrix.toLin_eq_toLin',
      LinearMap.toMatrix_toLin]
  -- the trace of a projector is the dimension of its image
  have ht := hp.trace
  rw [htr, Matrix.trace_smul, Matrix.trace_sub, Matrix.trace_smul, Matrix.trace_one,
    smul_eq_mul, smul_eq_mul] at ht
  rw [← ht, mul_inv_cancel_left₀ hne]

/-- For angular momentum matrices of any size `N`, the eigenspaces of `L · S` for `l / 2` and
`-(l + 1) / 2` have dimensions `(2l + 2) N / (2l + 1)` and `2l N / (2l + 1)`. -/
theorem spinOrbit_multiplicity {L : Fin 3 → Matrix n n ℂ} {l : ℕ}
    (h : IsAngularMomentum L l) :
    (2 * l + 1) * finrank ℂ (End.eigenspace (Matrix.toLin' (spinOrbit L)) ((l : ℂ) / 2))
      = (2 * l + 2) * Fintype.card n ∧
    (2 * l + 1) * finrank ℂ (End.eigenspace (Matrix.toLin' (spinOrbit L)) (-((l : ℂ) + 1) / 2))
      = 2 * l * Fintype.card n := by
  have hab : (l : ℂ) / 2 ≠ -((l : ℂ) + 1) / 2 := by
    intro e
    have h0 : ((2 * l + 1 : ℕ) : ℂ) = 0 := by
      push_cast
      linear_combination 2 * e
    exact absurd (Nat.cast_eq_zero.mp h0) (by omega)
  have h1 := finrank_eigenspace_of_quadratic (spinOrbit L) hab (by
    simp only [sub_mul, mul_sub, smul_mul_assoc, mul_smul_comm, one_mul, mul_one,
      spinOrbit_sq h]
    module)
  have h2 := finrank_eigenspace_of_quadratic (spinOrbit L) hab.symm (by
    simp only [sub_mul, mul_sub, smul_mul_assoc, mul_smul_comm, one_mul, mul_one,
      spinOrbit_sq h]
    module)
  rw [trace_spinOrbit, Fintype.card_prod, Fintype.card_fin] at h1 h2
  push_cast at h1 h2
  constructor
  · apply Nat.cast_injective (R := ℂ)
    push_cast
    linear_combination 2 * h1
  · apply Nat.cast_injective (R := ℂ)
    push_cast
    linear_combination (-2) * h2

/-- In a shell of `2l + 1` orbitals, `X = L · S` satisfies `(X - l/2)(X + (l+1)/2) = 0`, and the
eigenspaces for `l/2` and `-(l+1)/2` have dimensions `2l + 2` and `2l`. -/
theorem spinOrbit_shell {L : Fin 3 → Matrix n n ℂ} {l : ℕ} (h : IsAngularMomentum L l)
    (hcard : Fintype.card n = 2 * l + 1) :
    (spinOrbit L - ((l : ℂ) / 2) • 1) * (spinOrbit L + (((l : ℂ) + 1) / 2) • 1) = 0 ∧
    finrank ℂ (End.eigenspace (Matrix.toLin' (spinOrbit L)) ((l : ℂ) / 2)) = 2 * l + 2 ∧
    finrank ℂ (End.eigenspace (Matrix.toLin' (spinOrbit L)) (-((l : ℂ) + 1) / 2)) = 2 * l := by
  obtain ⟨h1, h2⟩ := spinOrbit_multiplicity h
  have hpos : 0 < 2 * l + 1 := by omega
  refine ⟨?_, Nat.eq_of_mul_eq_mul_left hpos ?_, Nat.eq_of_mul_eq_mul_left hpos ?_⟩
  · simp only [sub_mul, mul_add, smul_mul_assoc, mul_smul_comm, one_mul, mul_one,
      spinOrbit_sq h]
    module
  · rw [h1, hcard]; ring
  · rw [h2, hcard]; ring

/-- The matrices of the real p basis are angular momentum matrices with `l = 1`. -/
theorem pOrbital_witness : IsAngularMomentum pOrbital 1 := by
  constructor
  · intro i j
    ext a b
    fin_cases i <;> fin_cases j <;> fin_cases a <;> fin_cases b <;>
      simp [pOrbital, leviCivita, Matrix.mul_apply]
  · ext a b
    fin_cases a <;> fin_cases b <;>
      simp [pOrbital, leviCivita, Matrix.mul_apply, Fin.sum_univ_three]

/-- In the p shell, `L · S` has a fourfold eigenvalue `1/2` and a twofold eigenvalue `-1`. -/
theorem pShell_levels :
    finrank ℂ (End.eigenspace (Matrix.toLin' (spinOrbit pOrbital)) (1 / 2)) = 4 ∧
    finrank ℂ (End.eigenspace (Matrix.toLin' (spinOrbit pOrbital)) (-1)) = 2 := by
  obtain ⟨-, h1, h2⟩ := spinOrbit_shell pOrbital_witness (by simp)
  have e1 : ((1 : ℕ) : ℂ) / 2 = 1 / 2 := by norm_num
  have e2 : -(((1 : ℕ) : ℂ) + 1) / 2 = -1 := by norm_num
  rw [e1] at h1
  rw [e2] at h2
  exact ⟨h1, h2⟩

end

end SpinOrbitMultiplicity
```

```lean
#print axioms SpinOrbitMultiplicity.spinOrbit_shell
#print axioms SpinOrbitMultiplicity.pShell_levels
```

```
'SpinOrbitMultiplicity.spinOrbit_shell' depends on axioms: [propext, Classical.choice, Quot.sound]
'SpinOrbitMultiplicity.pShell_levels' depends on axioms: [propext, Classical.choice, Quot.sound]
```

## Two levels and their multiplicities

The structure `IsAngularMomentum L l` holds the two hypotheses, for a natural number \(l\):
\[
[L_i,L_j]=\mathrm i\sum_k\varepsilon_{ijk}L_k,\qquad \sum_k L_k^2=l(l+1)\,\mathbb 1 .
\]
The first says that the matrices generate rotations; the second fixes the orbital quantum number. Hermiticity is not assumed. The index type `n` labels the orbitals, and `spinOrbit L` is \(X\), with `⊗ₖ` the Kronecker product.

For \(N=2l+1\), `spinOrbit_shell` states that
\[
\left(X-\tfrac l2\right)\left(X+\tfrac{l+1}2\right)=0
\]
and that the eigenspaces for \(l/2\) and \(-(l+1)/2\) have dimensions \(2l+2\) and \(2l\). These dimensions are the `finrank` of the eigenspaces themselves. For \(l=0\) the second is zero, so \(-1/2\) is then not an eigenvalue.

In the usual labelling the levels for \(l\ge1\) are \(j=l+\tfrac12\) and \(j=l-\tfrac12\), with \(2j+1\) states each; for \(l=0\) only \(j=\tfrac12\) occurs. The file works with \(X\) alone and does not define \(j\). In an electronic-structure code, the result gives the splitting pattern of an on-site term \(\xi X\) for one isolated shell with a single nonzero radial strength \(\xi\). Crystal fields, exchange fields and coupling between shells are absent from the model.

## The quadratic equation

Squaring \(X\) gives \(\tfrac14\sum_{jk}L_jL_k\otimes\sigma_j\sigma_k\). Since \(\sigma_k^2=1\), the diagonal terms add up to \(l(l+1)/4\). For the pair \((0,1)\), \(\sigma_0\sigma_1=\mathrm i\sigma_2=-\sigma_1\sigma_0\), so
\[
L_0L_1\otimes\mathrm i\sigma_2-L_1L_0\otimes\mathrm i\sigma_2
=\mathrm i[L_0,L_1]\otimes\sigma_2=-L_2\otimes\sigma_2 .
\]
The other two pairs follow cyclically. Together the mixed terms give \(-\tfrac14\sum_kL_k\otimes\sigma_k=-X/2\), hence
\[
X^2=\frac{l(l+1)}4-\frac X2 ,
\]
and expanding the product of the two factors gives zero.

In `spinOrbit_sq`, `key` is the computation for one pair, used three times, and `hk` collects the diagonal terms. The final `linear_combination` adds these four identities with weight \(1/4\). The Pauli products come from `pauli_sq` and `pauli_mul`, which are checked entry by entry.

## Dimensions from a trace

Suppose \((A-a)(A-b)=0\) with \(a\ne b\), and put \(P=(A-b)/(a-b)\). Then \(AP=aP\), so \(P\) maps every vector into the eigenspace of \(a\). If \(Ax=ax\), then \(Px=x\). Thus \(P\) is a projector onto that eigenspace, and its trace is the dimension \(d_a\). For \(A\) of size \(M\),
\[
(a-b)\,d_a=\operatorname{tr}A-bM .
\]
This is `finrank_eigenspace_of_quadratic`; its `hp` establishes the two properties of \(P\).

For \(X\), the size is \(M=2N\), and \(\operatorname{tr}X=\tfrac12\sum_k\operatorname{tr}L_k\operatorname{tr}\sigma_k=0\) (`trace_spinOrbit`). The two roots \(l/2\) and \(-(l+1)/2\) of the quadratic differ by \((2l+1)/2\), which is nonzero. Taking each in turn as \(a\), and writing \(d_+\) and \(d_-\) for the dimensions belonging to \(l/2\) and \(-(l+1)/2\), gives
\[
(2l+1)\,d_+=(2l+2)N,\qquad (2l+1)\,d_-=2lN .
\]
`spinOrbit_multiplicity` proves this for every finite \(N\), so it also covers several copies of the same shell. Setting \(N=2l+1\) and cancelling the common factor yields `spinOrbit_shell`.

## The p shell

In the real basis \(p_x,p_y,p_z\), `pOrbital` is \((L_k)_{ij}=-\mathrm i\,\varepsilon_{kij}\). Contracting two Levi-Civita symbols gives
\[
(L_iL_j)_{ab}=\delta_{ij}\delta_{ab}-\delta_{ib}\delta_{ja}.
\]
The commutator therefore has entries
\[
\delta_{ia}\delta_{jb}-\delta_{ib}\delta_{ja}=\sum_k\varepsilon_{ijk}\varepsilon_{kab}
=\mathrm i\sum_k\varepsilon_{ijk}(L_k)_{ab},
\]
as required. Setting \(i=j\) and summing gives \(3\delta_{ab}-\delta_{ab}=2\delta_{ab}\), which is \(l(l+1)\) for \(l=1\). `pOrbital_witness` verifies the same identities by running through all index values.

With \(l=1\) and \(N=3\), `pShell_levels` then gives a fourfold eigenvalue \(1/2\) and a twofold eigenvalue \(-1\), the \(p_{3/2}\) and \(p_{1/2}\) levels.
